# Positivity of the self-consistent stiffness s = (a + √(a² + 48bT))/2, a root of s² = as + 12bT, for b, T > 0

The declaration concerns a self-consistent stiffness s, given by the closed formula s = (a + √(a² + 48bT))/2. It states that for real b, T > 0 and any real a, negative values included, this s is positive and satisfies s² = as + 12bT. The self-consistency condition is taken in this quadratic form and is not derived from a potential or a thermal average. For positivity, the attempt shows that the square root exceeds |a|, so that adding a cannot bring the sum down to zero. For the equation, it uses the fact that the square root squares to a² + 48bT, and leaves the rest to algebra.

As first written in Lean, the proof fails:

```lean
import Mathlib

open MeasureTheory

namespace StiffnessSpec

noncomputable section

/-- The formula `(a + √(a² + 48 b T)) / 2`, which gives the self-consistent stiffness for
`b, T > 0`. -/
def stiffness (a b T : ℝ) : ℝ := (a + Real.sqrt (a ^ 2 + 48 * b * T)) / 2

/-- For `b, T > 0` and any real `a`, the self-consistent stiffness is positive and solves
`s² = a s + 12 b T`. -/
theorem stiffness_spec (a : ℝ) {b T : ℝ} (hb : 0 < b) (hT : 0 < T) :
    0 < stiffness a b T ∧ stiffness a b T ^ 2 = a * stiffness a b T + 12 * b * T := by
  have hbT : 0 < b * T := mul_pos hb hT
  have h1 : |a| < Real.sqrt (a ^ 2 + 48 * b * T) := Real.abs_lt_sqrt (by linarith)
  have h2 : Real.sqrt (a ^ 2 + 48 * b * T) ^ 2 = a ^ 2 + 48 * b * T :=
    Real.sq_sqrt (by positivity)
  have h3 := neg_abs_le a
  simp only [stiffness]
  constructor
  · linarith
  · linear_combination h2 / 4

end

end StiffnessSpec
```

Compiling this gives:

```
Main.lean:18:52: error(lean.unknownIdentifier): Unknown constant `Real.abs_lt_sqrt`
```

The message says that no constant called `Real.abs_lt_sqrt` exists in the environment. The proof of `h1`, the strict bound |a| < √(a² + 48bT), rests on that name and so fails. The bound itself is true, and its statement is unchanged in the repair.

The repair derives it from `Real.lt_sqrt`, which says that for x ≥ 0, x < √y holds exactly when x² < y. Here x is |a|, and `abs_nonneg a` supplies the condition x ≥ 0. Taking the equivalence from right to left with `.mpr` leaves the goal |a|² < a² + 48bT. The rewrite `sq_abs` turns |a|² into a², and `linarith` then closes the goal using `hbT`, which says that bT > 0. The line break after `:=` is only layout.

This version goes through:

```diff
@@ -16,5 +16,6 @@
     0 < stiffness a b T ∧ stiffness a b T ^ 2 = a * stiffness a b T + 12 * b * T := by
   have hbT : 0 < b * T := mul_pos hb hT
-  have h1 : |a| < Real.sqrt (a ^ 2 + 48 * b * T) := Real.abs_lt_sqrt (by linarith)
+  have h1 : |a| < Real.sqrt (a ^ 2 + 48 * b * T) :=
+    (Real.lt_sqrt (abs_nonneg a)).mpr (by rw [sq_abs]; linarith)
   have h2 : Real.sqrt (a ^ 2 + 48 * b * T) ^ 2 = a ^ 2 + 48 * b * T :=
     Real.sq_sqrt (by positivity)
```
